# One-body matrix elements between nonorthogonal determinants, including singular orbital overlaps

When a nonorthogonal configuration-interaction code evaluates the one-body part of a Hamiltonian element, some determinant pairs may have a singular orbital overlap matrix, and for them a formula containing its inverse fails. The adjugate formula below covers those pairs too, for one-body operators in a finite orthonormal basis, and a rank test identifies pairs whose contribution is zero.

## The adjugate formula and the rank test

Let the columns of the complex $d\times N$ matrices $A$ and $B$ be the occupied spin orbitals of two $N$-electron determinants. Write $S=A^\dagger B$ for their orbital overlaps and $M=A^\dagger hB$ for the matrix of a one-body operator $h$ between them. The determinants overlap as $\det S$, and the one-body element is

$$h_{AB}=\operatorname{tr}(\operatorname{adj}(S)\,M)=\frac{d}{dt}\det\bigl(A^\dagger(1+th)B\bigr)\Big|_{t=0}.$$

If $\operatorname{rank}S\le N-2$, it vanishes for every $h$. The converse holds when $N>0$ and each determinant has linearly independent orbitals, meaning that neither is the zero state.

For $N=1$, $\operatorname{adj}(S)=1$ and the element is $a^\dagger hb$, which can be nonzero even when $a^\dagger b=0$. Zero overlap alone is therefore no reason to skip a pair.

## From column replacement to the rank condition

**Trace formula.** By definition, $h$ acts on one orbital of $B$ at a time. Replacing $b_i$ by $hb_i$ replaces column $i$ of $S$ by column $i$ of $M$. Expanding along that column gives $\sum_k\operatorname{adj}(S)_{ik}M_{ki}$, and summing over $i$ gives the trace.

**Derivative.** Since $A^\dagger(1+th)B=S+tM$, the product rule applied to the permutation expansion gives, at $t=0$,

$$\sum_i\sum_\sigma \operatorname{sgn}(\sigma)\,M_{\sigma(i)i}\prod_{j\ne i}S_{\sigma(j)j},$$

which is the same sum of column-replaced determinants.

**Density and inverse forms.** Cycling the trace gives $h_{AB}=\operatorname{tr}(hP)$ with $P=B\operatorname{adj}(S)A^\dagger$. If $\det S\ne0$, then $\operatorname{adj}(S)=\det(S)\,S^{-1}$ and $h_{AB}=\det(S)\operatorname{tr}(S^{-1}M)$.

**Rank.** The entry $\operatorname{adj}(S)_{ij}$ is the determinant of $S$ with row $j$ replaced by the unit row $e_i^T$. If $\operatorname{rank}S\le N-2$, the kernel of $S$ has dimension at least two, so it contains some $x\ne0$ with $x_i=0$. The modified matrix annihilates $x$, and the entry vanishes.

Conversely, let $\operatorname{adj}(S)=0$ with $N>0$. Then $S\operatorname{adj}(S)=\det(S)\,1$ gives $\det S=0$. Choose nonzero $x,y$ with $Sx=0$ and $y^TS=0$, and indices with $x_i\ne0$ and $y_j\ne0$. Because $\operatorname{adj}(S)_{ij}=0$, there is $z\ne0$ with $z_i=0$ and $(Sz)_k=0$ for $k\ne j$. Now $0=y^TSz=y_j(Sz)_j$, so $Sz=0$. Since $x_i\ne0=z_i$, the vectors $x$ and $z$ are independent, and the rank is at most $N-2$.

**All elements zero.** Taking $h=P^\dagger$ gives $\operatorname{tr}(P^\dagger P)=\sum_{kl}|P_{kl}|^2=0$, so $P=0$. Independence of the columns of $B$ gives $\operatorname{adj}(S)A^\dagger=0$. Taking the adjoint and using independence for $A$ gives $\operatorname{adj}(S)=0$.

## The Lean file

```lean
import Mathlib

open Matrix
open scoped ComplexOrder

namespace GeneralisedSlaterCondon

noncomputable section

variable {N d : ℕ}

/-- Overlap of two Slater determinants whose occupied orbitals are the columns of `A` and `B`,
expanded in an orthonormal basis. -/
def overlap (A B : Matrix (Fin d) (Fin N) ℂ) : ℂ := (Aᴴ * B).det

/-- Matrix element of a one-body operator: `h` acts on each occupied orbital of `B` in turn,
and the overlaps of the resulting determinants with `A` are summed. -/
def oneBody (A B : Matrix (Fin d) (Fin N) ℂ) (h : Matrix (Fin d) (Fin d) ℂ) : ℂ :=
  ∑ i, overlap A (B.updateCol i (h *ᵥ fun k => B k i))

/-- Unnormalised one-body transition density matrix between two determinants. -/
def transitionDensity (A B : Matrix (Fin d) (Fin N) ℂ) : Matrix (Fin d) (Fin d) ℂ :=
  B * (Aᴴ * B).adjugate * Aᴴ

/-- Replacing each column of `S` in turn by that of `M` and summing the determinants gives
the trace of the adjugate of `S` times `M`. -/
theorem sum_det_updateCol (S M : Matrix (Fin N) (Fin N) ℂ) :
    ∑ i, (S.updateCol i (fun k => M k i)).det = (S.adjugate * M).trace := by
  simp only [Matrix.trace, Matrix.diag_apply]
  refine Finset.sum_congr rfl fun i _ => ?_
  rw [← Matrix.cramer_apply, Matrix.cramer_eq_adjugate_mulVec]
  rfl

/-- Jacobi's formula along a line of matrices, valid also at a singular matrix `S`. -/
theorem hasDerivAt_det_line (S M : Matrix (Fin N) (Fin N) ℂ) :
    HasDerivAt (fun t : ℂ => (S + t • M).det) (S.adjugate * M).trace 0 := by
  have entry : ∀ k i, HasDerivAt (fun t : ℂ => (S + t • M) k i) (M k i) 0 := by
    intro k i
    have h := ((hasDerivAt_id' (0 : ℂ)).mul_const (M k i)).const_add (S k i)
    rw [one_mul] at h
    exact h
  rw [← sum_det_updateCol]
  simp only [Matrix.det_apply']
  -- differentiate the permutation expansion factor by factor
  have h := HasDerivAt.fun_sum (u := Finset.univ)
    (fun (σ : Equiv.Perm (Fin N)) (_ : σ ∈ Finset.univ) =>
      (HasDerivAt.fun_finsetProd (u := Finset.univ)
        (fun i _ => entry (σ i) i)).const_mul ((Equiv.Perm.sign σ : ℤ) : ℂ))
  refine h.congr_deriv ?_
  simp only [Finset.mul_sum]
  refine Finset.sum_comm.trans
    (Finset.sum_congr rfl fun i _ => Finset.sum_congr rfl fun σ _ => ?_)
  have e : ∏ j ∈ Finset.univ.erase i, (S.updateCol i (fun k => M k i)) (σ j) j
      = ∏ j ∈ Finset.univ.erase i, (S + (0 : ℂ) • M) (σ j) j := by
    refine Finset.prod_congr rfl fun j hj => ?_
    rw [Matrix.updateCol_ne (Finset.ne_of_mem_erase hj), zero_smul, add_zero]
  rw [← Finset.mul_prod_erase Finset.univ _ (Finset.mem_univ i), e,
    Matrix.updateCol_self, smul_eq_mul]
  ring

/-- Generalised Slater-Condon rule: the one-body element between nonorthogonal determinants
is the trace of the adjugate overlap matrix times the matrix of `h` between the orbitals. -/
theorem oneBody_eq_trace (A B : Matrix (Fin d) (Fin N) ℂ) (h : Matrix (Fin d) (Fin d) ℂ) :
    oneBody A B h = ((Aᴴ * B).adjugate * (Aᴴ * h * B)).trace := by
  rw [← sum_det_updateCol]
  refine Finset.sum_congr rfl fun i _ => congrArg Matrix.det ?_
  ext k j
  by_cases hj : j = i
  · rw [hj, Matrix.updateCol_self, Matrix.mul_assoc]
    simp only [Matrix.mul_apply, Matrix.updateCol_self, Matrix.mulVec, dotProduct]
  · rw [Matrix.updateCol_ne hj]
    simp only [Matrix.mul_apply, Matrix.updateCol_ne hj]

/-- The one-body element is the derivative at `t = 0` of the overlap of `A` with the determinant
whose orbitals have been transformed by `1 + t h`. -/
theorem hasDerivAt_overlap (A B : Matrix (Fin d) (Fin N) ℂ) (h : Matrix (Fin d) (Fin d) ℂ) :
    HasDerivAt (fun t : ℂ => overlap A ((1 + t • h) * B)) (oneBody A B h) 0 := by
  have e : (fun t : ℂ => overlap A ((1 + t • h) * B))
      = fun t : ℂ => (Aᴴ * B + t • (Aᴴ * h * B)).det := by
    funext t
    rw [overlap, Matrix.add_mul, Matrix.one_mul, Matrix.mul_add, Matrix.smul_mul,
      Matrix.mul_smul, Matrix.mul_assoc]
  rw [e, oneBody_eq_trace]
  exact hasDerivAt_det_line _ _

/-- The one-body element is the trace of `h` with the transition density matrix. -/
theorem oneBody_eq_trace_density (A B : Matrix (Fin d) (Fin N) ℂ)
    (h : Matrix (Fin d) (Fin d) ℂ) :
    oneBody A B h = (h * transitionDensity A B).trace := by
  rw [oneBody_eq_trace, transitionDensity, Matrix.trace_mul_comm, Matrix.mul_assoc,
    Matrix.mul_assoc, Matrix.trace_mul_comm, Matrix.mul_assoc]

/-- For determinants with nonzero overlap, the one-body element is the overlap times a trace
with the inverse orbital overlap matrix. -/
theorem oneBody_of_overlap_ne_zero (A B : Matrix (Fin d) (Fin N) ℂ)
    (h : Matrix (Fin d) (Fin d) ℂ) (hS : overlap A B ≠ 0) :
    oneBody A B h = overlap A B * ((Aᴴ * B)⁻¹ * (Aᴴ * h * B)).trace := by
  have e : (Aᴴ * B).adjugate = overlap A B • (Aᴴ * B)⁻¹ := by
    calc (Aᴴ * B).adjugate = (Aᴴ * B).adjugate * ((Aᴴ * B) * (Aᴴ * B)⁻¹) := by
          rw [Matrix.mul_nonsing_inv _ (isUnit_iff_ne_zero.mpr hS), Matrix.mul_one]
      _ = overlap A B • (Aᴴ * B)⁻¹ := by
          rw [← Matrix.mul_assoc, Matrix.adjugate_mul, Matrix.smul_mul, Matrix.one_mul, overlap]
  rw [oneBody_eq_trace, e, Matrix.smul_mul, Matrix.trace_smul, smul_eq_mul]

/-- All first cofactors of a nonempty square matrix vanish exactly when its rank is at least
two below its size. -/
theorem adjugate_eq_zero_iff (hN : 0 < N) (S : Matrix (Fin N) (Fin N) ℂ) :
    S.adjugate = 0 ↔ S.rank + 2 ≤ N := by
  have r : S.rank + Module.finrank ℂ (LinearMap.ker S.mulVecLin) = N := by
    have h := LinearMap.finrank_range_add_finrank_ker S.mulVecLin
    rw [Module.finrank_fin_fun] at h
    exact h
  constructor
  · intro h
    have hd : S.det = 0 := by
      have e := S.mul_adjugate
      rw [h, Matrix.mul_zero] at e
      have e' := congrFun (congrFun e ⟨0, hN⟩) ⟨0, hN⟩
      simpa using e'.symm
    obtain ⟨x, hx0, hx⟩ := Matrix.exists_mulVec_eq_zero_iff.mpr hd
    obtain ⟨y, hy0, hy⟩ := Matrix.exists_vecMul_eq_zero_iff.mpr hd
    obtain ⟨i, hi⟩ := Function.ne_iff.mp hx0
    obtain ⟨j, hj⟩ := Function.ne_iff.mp hy0
    -- a vanishing cofactor supplies a second kernel vector `z`, with `z i = 0`
    have hc : (S.updateRow j (Pi.single i 1)).det = 0 := by
      rw [← Matrix.adjugate_apply, h]
      rfl
    obtain ⟨z, hz0, hz⟩ := Matrix.exists_mulVec_eq_zero_iff.mpr hc
    have hzi : z i = 0 := by
      have e := congrFun hz j
      change (S.updateRow j (Pi.single i 1) j) ⬝ᵥ z = 0 at e
      rwa [Matrix.updateRow_self, single_dotProduct, one_mul] at e
    have hzk : ∀ k, k ≠ j → (S *ᵥ z) k = 0 := by
      intro k hk
      have e := congrFun hz k
      change (S.updateRow j (Pi.single i 1) k) ⬝ᵥ z = 0 at e
      rw [Matrix.updateRow_ne hk] at e
      exact e
    have hSz : S *ᵥ z = 0 := by
      have e : y ⬝ᵥ (S *ᵥ z) = 0 := by
        rw [Matrix.dotProduct_mulVec, hy, zero_dotProduct]
      rw [dotProduct, Finset.sum_eq_single j
        (fun k _ hk => by rw [hzk k hk, mul_zero]) (by simp)] at e
      ext k
      by_cases hk : k = j
      · rw [hk]
        exact (mul_eq_zero.mp e).resolve_left hj
      · exact hzk k hk
    have li : LinearIndependent ℂ
        ![(⟨x, hx⟩ : LinearMap.ker S.mulVecLin), ⟨z, hSz⟩] := by
      rw [LinearIndependent.pair_iff]
      intro s t hst
      have e : s • x + t • z = 0 := congrArg Subtype.val hst
      have e1 : s * x i + t * z i = 0 := congrFun e i
      rw [hzi, mul_zero, add_zero] at e1
      have hs : s = 0 := (mul_eq_zero.mp e1).resolve_right hi
      rw [hs, zero_smul, zero_add] at e
      exact ⟨hs, (smul_eq_zero.mp e).resolve_right hz0⟩
    have c := li.fintype_card_le_finrank
    rw [Fintype.card_fin] at c
    omega
  · intro h
    ext i j
    rw [Matrix.adjugate_apply, Matrix.zero_apply]
    -- a kernel of dimension two contains a nonzero vector with vanishing component `i`
    let f : LinearMap.ker S.mulVecLin →ₗ[ℂ] ℂ :=
      (LinearMap.proj i).comp (LinearMap.ker S.mulVecLin).subtype
    have hf : LinearMap.ker f ≠ ⊥ :=
      LinearMap.ker_ne_bot_of_finrank_lt (by rw [Module.finrank_self]; omega)
    obtain ⟨x, hx, hx0⟩ := Submodule.exists_mem_ne_zero_of_ne_bot hf
    have hSx : S *ᵥ x.1 = 0 := LinearMap.mem_ker.mp x.2
    have hxi : x.1 i = 0 := LinearMap.mem_ker.mp hx
    apply Matrix.exists_mulVec_eq_zero_iff.mp
    refine ⟨x.1, fun h0 => hx0 (Subtype.ext h0), ?_⟩
    ext k
    change (S.updateRow j (Pi.single i 1) k) ⬝ᵥ x.1 = 0
    by_cases hk : k = j
    · rw [hk, Matrix.updateRow_self, single_dotProduct, hxi, mul_zero]
    · rw [Matrix.updateRow_ne hk]
      exact congrFun hSx k

/-- If the orbital overlap matrix has rank at most `N - 2`, every one-body element between
the two determinants vanishes. -/
theorem oneBody_eq_zero_of_rank (A B : Matrix (Fin d) (Fin N) ℂ)
    (hr : (Aᴴ * B).rank + 2 ≤ N) (h : Matrix (Fin d) (Fin d) ℂ) : oneBody A B h = 0 := by
  rw [oneBody_eq_trace, (adjugate_eq_zero_iff (by omega) _).mpr hr, Matrix.zero_mul,
    Matrix.trace_zero]

/-- For `N > 0` and linearly independent orbitals in each determinant, all one-body elements vanish
exactly when the orbital overlap matrix has rank at most `N - 2`. -/
theorem oneBody_vanishes_iff (hN : 0 < N) (A B : Matrix (Fin d) (Fin N) ℂ)
    (hA : ∀ x, A *ᵥ x = 0 → x = 0) (hB : ∀ x, B *ᵥ x = 0 → x = 0) :
    (∀ h, oneBody A B h = 0) ↔ (Aᴴ * B).rank + 2 ≤ N := by
  refine ⟨fun hv => ?_, fun hr h => oneBody_eq_zero_of_rank A B hr h⟩
  -- testing with the adjoint of the transition density shows that the density vanishes
  have hP : transitionDensity A B = 0 := by
    have e := hv (transitionDensity A B)ᴴ
    rw [oneBody_eq_trace_density] at e
    exact Matrix.trace_conjTranspose_mul_self_eq_zero_iff.mp e
  rw [transitionDensity, Matrix.mul_assoc] at hP
  -- independent orbitals can be cancelled on either side
  have h1 : (Aᴴ * B).adjugate * Aᴴ = 0 := by
    ext i j
    exact congrFun (hB (fun k => ((Aᴴ * B).adjugate * Aᴴ) k j)
      (funext fun k => congrFun (congrFun hP k) j)) i
  have h2 : A * (Aᴴ * B).adjugateᴴ = 0 := by
    have e := congrArg Matrix.conjTranspose h1
    rwa [Matrix.conjTranspose_mul, Matrix.conjTranspose_conjTranspose,
      Matrix.conjTranspose_zero] at e
  have h3 : (Aᴴ * B).adjugateᴴ = 0 := by
    ext i j
    exact congrFun (hA (fun k => (Aᴴ * B).adjugateᴴ k j)
      (funext fun k => congrFun (congrFun h2 k) j)) i
  exact (adjugate_eq_zero_iff hN _).mp (Matrix.conjTranspose_eq_zero.mp h3)

end

end GeneralisedSlaterCondon
```

```lean
#print axioms GeneralisedSlaterCondon.hasDerivAt_overlap
#print axioms GeneralisedSlaterCondon.oneBody_of_overlap_ne_zero
#print axioms GeneralisedSlaterCondon.oneBody_vanishes_iff
```

```
'GeneralisedSlaterCondon.hasDerivAt_overlap' depends on axioms: [propext, Classical.choice, Quot.sound]
'GeneralisedSlaterCondon.oneBody_of_overlap_ne_zero' depends on axioms: [propext, Classical.choice, Quot.sound]
'GeneralisedSlaterCondon.oneBody_vanishes_iff' depends on axioms: [propext, Classical.choice, Quot.sound]
```

## Replaced rows as kernel conditions

The rank proof turns on `Matrix.exists_mulVec_eq_zero_iff`: a determinant is zero exactly when some nonzero vector is annihilated. `Matrix.adjugate_apply` writes each cofactor as a determinant with `updateRow`, so a vanishing cofactor becomes a vector with one prescribed zero component. `adjugate_eq_zero_iff` uses this in both directions.

The other lemmas follow the derivation: `sum_det_updateCol` uses Cramer's rule for the column expansion, `hasDerivAt_det_line` differentiates the permutation sum, and `oneBody_vanishes_iff` tests with $P^\dagger$ and cancels the orbital matrices.

## Exact rank, unnormalised determinants, one-body operators

`overlap` is $\det S$, `oneBody` is the sum over replaced orbitals, and `transitionDensity` is $P$. The operator `h` is any complex matrix, Hermitian or not. The hypotheses `hA` and `hB` express linear independence, and `S.rank + 2 ≤ N` avoids truncated natural-number subtraction.

Orbitals need not be orthonormal within a determinant. For normalised states, divide `oneBody` by $\sqrt{\det(A^\dagger A)\det(B^\dagger B)}$. The formulas as written assume an orthonormal basis; in a nonorthogonal atomic-orbital basis with overlap matrix $G$, the trace formula holds with $S=A^\dagger GB$ and $M=A^\dagger hB$, where $A$ and $B$ contain the atomic-orbital coefficients and $h$ the integrals $h_{\mu\nu}=\langle\mu|\hat h|\nu\rangle$.

The rank is exact, so the theorems set no threshold for small singular values in floating-point arithmetic. They also treat no two-body operator: the rank test justifies skipping the one-body contribution, not the whole Hamiltonian element.
